# The transport-limited Butler-Volmer equation has one current at each overpotential, strictly between the limiting currents

An electrode model may be asked for the current at each overpotential that a solver proposes. When the current also depletes the reactants at the surface, it appears on both sides of the rate law:

$$
j = j_0\left[\left(1-\frac{j}{j_a}\right)e^{ax}-\left(1+\frac{j}{j_c}\right)e^{-(1-a)x}\right].
$$

Here $j$ is the current, positive in the anodic direction, $j_0$ is the exchange current at bulk composition, and $j_a$ and $j_c$ are the magnitudes of the anodic and cathodic limiting currents. The anodic transfer coefficient is $a$, and the cathodic one is $1-a$. For a one-electron step $x=F\eta/(RT)$, where $\eta$ is the overpotential measured from equilibrium at bulk composition, $F$ the Faraday constant, $R$ the gas constant and $T$ the temperature. The two brackets containing $j$ are the surface concentrations of the reduced and the oxidised species, each divided by its bulk value.

For $j_0,j_a,j_c>0$ the equation has exactly one real solution,

$$
j(x)=\frac{e^{ax}-e^{-(1-a)x}}{\dfrac1{j_0}+\dfrac{e^{ax}}{j_a}+\dfrac{e^{-(1-a)x}}{j_c}},
\qquad -j_c<j(x)<j_a .
$$

If also $0<a<1$, the current increases strictly with $x$ and tends to $j_a$ and $-j_c$ as $x\to+\infty$ and $x\to-\infty$.

## The closed formula as an electrode boundary condition

In simulations that summarise steady transport by two constant limiting currents, the formula replaces an inner iteration by one evaluation. The bounds say that neither surface concentration reaches zero or turns negative, and monotonicity means that a target current strictly between the limits belongs to at most one overpotential.

Repeated substitution of $j$ into the right-hand side is less dependable. Each pass multiplies the error by $-j_0(e^{ax}/j_a+e^{-(1-a)x}/j_c)$, so the iteration diverges from any wrong starting value once this factor exceeds 1 in magnitude.

For large positive $x$ and $0<a<1$ the anodic exponential $e^{ax}$ can overflow. Dividing through by $e^{ax}$ gives

$$
j(x)=\frac{1-e^{-x}}{e^{-ax}/j_0+1/j_a+e^{-x}/j_c},
$$

which for $x\ge0$ and $0<a<1$ contains no growing exponential. For $x<0$, call the same routine with $j_a$ and $j_c$ exchanged, $a$ replaced by $1-a$ and $x$ by $-x$, then reverse the sign of the result.

## From a linear equation to two plateaus

Write $A=e^{ax}$ and $C=e^{-(1-a)x}$, both positive. Expanding the rate law and dividing by $j_0$ gives

$$
jD=A-C,\qquad D=\frac1{j_0}+\frac A{j_a}+\frac C{j_c}.
$$

Since $D>0$, there is one solution, $j=(A-C)/D$.

For the bounds, multiply $D$ by each limiting current:

$$
j_aD-(A-C)=\frac{j_a}{j_0}+C+\frac{j_a}{j_c}C>0,
$$

$$
(A-C)+j_cD=\frac{j_c}{j_0}+A+\frac{j_c}{j_a}A>0.
$$

Division by $D$ gives $j<j_a$ and $j>-j_c$.

For monotonicity take $x<y$ and mark the values at $x$ and $y$ by subscripts. With $0<a<1$ we have $A_x<A_y$ and $C_y<C_x$, hence $A_xC_y<A_yC_x$. The difference $j(y)-j(x)$ has the sign of

$$
\begin{aligned}
&(A_y-C_y)D_x-(A_x-C_x)D_y\\
&\quad=\frac{(A_y-A_x)+(C_x-C_y)}{j_0}
+\left(\frac1{j_a}+\frac1{j_c}\right)(A_yC_x-A_xC_y),
\end{aligned}
$$

and both terms are positive.

As $x\to+\infty$, the form divided by $e^{ax}$ tends to $1/(1/j_a)=j_a$, because $e^{-x}$ and $e^{-ax}$ vanish. The exchange of anodic and cathodic roles turns this limit into $-j_c$ as $x\to-\infty$.

At $x=0$ the numerator vanishes and its derivative is $a+(1-a)=1$. The quotient rule therefore leaves

$$
j'(0)=\frac1{1/j_0+1/j_a+1/j_c}.
$$

The charge-transfer resistance and the two transport resistances add in series. They are $RT/F$ divided by $j_0$, $j_a$ and $j_c$ respectively.

Finally, let $j_0\to\infty$ at fixed $x$. The term $1/j_0$ disappears, and since $A=Ce^x$, the factor $C$ cancels:

$$
j(x)\to\frac{j_aj_c(e^x-1)}{j_ce^x+j_a}.
$$

This is the reversible wave, in which $a$ no longer appears.

## A case with $A=2$ and $C=1/2$

Take $j_0=1$, $j_a=2$, $j_c=1$ in a common current unit, $a=1/2$ and $x=2\ln2$. Then $A=2$ and $C=1/2$, so

$$
j=\frac{2-0.5}{1+1+0.5}=0.6 .
$$

Inserting this value on the right-hand side of the rate law gives $0.7\cdot2-1.6\cdot0.5=0.6$, as required. The reversible wave at the same $x$ gives $2\cdot3/(4+2)=1$, and the slope at equilibrium is $1/(1+0.5+1)=0.4$.

Repeated substitution has the error factor $-1.5$ here. Starting from $j=0$ it produces $1.5$, then $-0.75$, and moves ever further from $0.6$.

## Lean source

```lean
import Mathlib

open Filter Topology

namespace TransportLimitedButlerVolmer

noncomputable section

/-- Butler-Volmer current at dimensionless overpotential `x` when a current `j` changes the
surface concentrations by the factors `1 - j/ja` and `1 + j/jc`; the limiting currents
`ja` and `jc` are nonzero. -/
def interfacialCurrent (j0 ja jc a x j : ℝ) : ℝ :=
  j0 * ((1 - j / ja) * Real.exp (a * x) - (1 + j / jc) * Real.exp (-(1 - a) * x))

/-- Closed formula for the current: a driving term divided by the sum of a kinetic and two
transport terms. Its domain is `j0, ja, jc > 0`. -/
def steadyCurrent (j0 ja jc a x : ℝ) : ℝ :=
  (Real.exp (a * x) - Real.exp (-(1 - a) * x)) /
    (1 / j0 + Real.exp (a * x) / ja + Real.exp (-(1 - a) * x) / jc)

/-- For positive exchange and limiting currents, a current solves the transport-limited
Butler-Volmer equation exactly when it is given by the closed formula. -/
theorem eq_interfacialCurrent_iff {j0 ja jc : ℝ} (h0 : 0 < j0) (hja : 0 < ja) (hjc : 0 < jc)
    (a x j : ℝ) :
    j = interfacialCurrent j0 ja jc a x j ↔ j = steadyCurrent j0 ja jc a x := by
  unfold interfacialCurrent steadyCurrent
  have hA := Real.exp_pos (a * x)
  have hC := Real.exp_pos (-(1 - a) * x)
  generalize Real.exp (a * x) = A at hA ⊢
  generalize Real.exp (-(1 - a) * x) = C at hC ⊢
  have hD : 0 < 1 / j0 + A / ja + C / jc := by positivity
  have h1 : j0 * (1 / j0) = 1 := mul_one_div_cancel h0.ne'
  -- the equation is linear in the current
  have key : j - j0 * ((1 - j / ja) * A - (1 + j / jc) * C)
      = j0 * (j * (1 / j0 + A / ja + C / jc) - (A - C)) := by
    linear_combination (-j) * h1
  rw [eq_div_iff hD.ne']
  constructor
  · intro h
    exact sub_eq_zero.1
      ((mul_eq_zero.1 (key.symm.trans (sub_eq_zero.2 h))).resolve_left h0.ne')
  · intro h
    exact sub_eq_zero.1 (key.trans (by rw [h, sub_self, mul_zero]))

/-- For positive exchange and limiting currents, the current stays strictly between the
cathodic and the anodic limiting current. -/
theorem steadyCurrent_mem_Ioo {j0 ja jc : ℝ} (h0 : 0 < j0) (hja : 0 < ja) (hjc : 0 < jc)
    (a x : ℝ) : steadyCurrent j0 ja jc a x ∈ Set.Ioo (-jc) ja := by
  unfold steadyCurrent
  have hA := Real.exp_pos (a * x)
  have hC := Real.exp_pos (-(1 - a) * x)
  generalize Real.exp (a * x) = A at hA ⊢
  generalize Real.exp (-(1 - a) * x) = C at hC ⊢
  have hD : 0 < 1 / j0 + A / ja + C / jc := by positivity
  constructor
  · rw [lt_div_iff₀ hD]
    have e : jc * (C / jc) = C := by field_simp
    have p : 0 < jc * (1 / j0) := by positivity
    have q : 0 < jc * (A / ja) := by positivity
    rw [neg_mul, mul_add, mul_add]
    linarith
  · rw [div_lt_iff₀ hD]
    have e : ja * (A / ja) = A := by field_simp
    have p : 0 < ja * (1 / j0) := by positivity
    have q : 0 < ja * (C / jc) := by positivity
    rw [mul_add, mul_add]
    linarith

/-- For positive exchange and limiting currents and `0 < a < 1`, the current increases
strictly with the overpotential. -/
theorem steadyCurrent_strictMono {j0 ja jc a : ℝ} (h0 : 0 < j0) (hja : 0 < ja)
    (hjc : 0 < jc) (ha : 0 < a) (ha1 : a < 1) : StrictMono (steadyCurrent j0 ja jc a) := by
  intro x y hxy
  have hA : Real.exp (a * x) < Real.exp (a * y) :=
    Real.exp_lt_exp.2 (mul_lt_mul_of_pos_left hxy ha)
  have hC : Real.exp (-(1 - a) * y) < Real.exp (-(1 - a) * x) :=
    Real.exp_lt_exp.2 (by nlinarith [mul_pos (sub_pos.2 ha1) (sub_pos.2 hxy)])
  have cross := mul_lt_mul'' hA hC (Real.exp_pos _).le (Real.exp_pos _).le
  unfold steadyCurrent
  rw [div_lt_div_iff₀ (by positivity) (by positivity)]
  -- the cross-multiplied difference is a sum of two positive terms
  have t1 := mul_pos (one_div_pos.2 h0) (add_pos (sub_pos.2 hA) (sub_pos.2 hC))
  have t2 := mul_pos (add_pos (one_div_pos.2 hja) (one_div_pos.2 hjc)) (sub_pos.2 cross)
  refine sub_pos.1 ((add_pos t1 t2).trans_eq ?_)
  ring

/-- Exchanging the two limiting currents, replacing `a` by `1 - a` and reversing the
overpotential reverses the current. -/
theorem steadyCurrent_exchange (j0 ja jc a x : ℝ) :
    -steadyCurrent j0 jc ja (1 - a) (-x) = steadyCurrent j0 ja jc a x := by
  unfold steadyCurrent
  have e1 : (1 - a) * -x = -(1 - a) * x := by ring
  have e2 : -(1 - (1 - a)) * -x = a * x := by ring
  rw [e1, e2, ← neg_div, neg_sub, add_right_comm]

/-- For positive exchange and limiting currents and `a > 0`, the current tends to the anodic
limiting current at large positive overpotential. -/
theorem steadyCurrent_tendsto_atTop {j0 ja jc a : ℝ} (h0 : 0 < j0) (hja : 0 < ja)
    (hjc : 0 < jc) (ha : 0 < a) : Tendsto (steadyCurrent j0 ja jc a) atTop (𝓝 ja) := by
  -- divide numerator and denominator by the anodic exponential
  have eq : ∀ x, (1 - Real.exp (-x)) /
      (Real.exp (-(a * x)) / j0 + 1 / ja + Real.exp (-x) / jc)
      = steadyCurrent j0 ja jc a x := by
    intro x
    have e1 : Real.exp (-(1 - a) * x) = Real.exp (a * x) * Real.exp (-x) := by
      rw [← Real.exp_add]
      congr 1
      ring
    have e2 : Real.exp (a * x) * Real.exp (-(a * x)) = 1 := by
      rw [← Real.exp_add, add_neg_cancel, Real.exp_zero]
    unfold steadyCurrent
    rw [e1, div_eq_div_iff (by positivity) (by positivity)]
    linear_combination (-(1 - Real.exp (-x)) / j0) * e2
  have hE : Tendsto (fun x : ℝ => Real.exp (-x)) atTop (𝓝 0) :=
    Real.tendsto_exp_neg_atTop_nhds_zero
  have hF : Tendsto (fun x : ℝ => Real.exp (-(a * x))) atTop (𝓝 0) :=
    hE.comp (tendsto_id.const_mul_atTop ha)
  have key := ((tendsto_const_nhds (x := (1 : ℝ))).sub hE).div
    (((hF.div_const j0).add_const (1 / ja)).add (hE.div_const jc)) (by simp [hja.ne'])
  have v : (1 - 0) / (0 / j0 + 1 / ja + 0 / jc) = ja := by simp
  rw [v] at key
  exact key.congr eq

/-- Transport-limited Butler-Volmer equation: for positive exchange and limiting currents and
`0 < a < 1` there is exactly one current at each overpotential. As a function of overpotential
it lies strictly between `-jc` and `ja`, increases strictly, and tends to these two values. -/
theorem transport_limited_butler_volmer {j0 ja jc a : ℝ} (h0 : 0 < j0) (hja : 0 < ja)
    (hjc : 0 < jc) (ha : 0 < a) (ha1 : a < 1) :
    (∀ x, ∃! j, j = interfacialCurrent j0 ja jc a x j) ∧
    ∀ j : ℝ → ℝ, (∀ x, j x = interfacialCurrent j0 ja jc a x (j x)) →
      (∀ x, j x ∈ Set.Ioo (-jc) ja) ∧ StrictMono j ∧
      Tendsto j atTop (𝓝 ja) ∧ Tendsto j atBot (𝓝 (-jc)) := by
  have sol := eq_interfacialCurrent_iff h0 hja hjc a
  refine ⟨fun x => ⟨steadyCurrent j0 ja jc a x, (sol x _).2 rfl, fun j h => (sol x j).1 h⟩, ?_⟩
  intro j h
  have hj : j = steadyCurrent j0 ja jc a := funext fun x => (sol x _).1 (h x)
  rw [hj]
  refine ⟨steadyCurrent_mem_Ioo h0 hja hjc a, steadyCurrent_strictMono h0 hja hjc ha ha1,
    steadyCurrent_tendsto_atTop h0 hja hjc ha, ?_⟩
  -- the cathodic plateau is the anodic one with the roles exchanged
  exact ((steadyCurrent_tendsto_atTop h0 hjc hja (sub_pos.2 ha1)).comp
    tendsto_neg_atBot_atTop).neg.congr (steadyCurrent_exchange j0 ja jc a)

/-- For positive exchange and limiting currents, the slope at zero overpotential is the inverse
of a sum of one charge-transfer and two transport resistances in series. -/
theorem steadyCurrent_hasDerivAt_zero {j0 ja jc : ℝ} (h0 : 0 < j0) (hja : 0 < ja)
    (hjc : 0 < jc) (a : ℝ) :
    HasDerivAt (steadyCurrent j0 ja jc a) (1 / (1 / j0 + 1 / ja + 1 / jc)) 0 := by
  have hE : ∀ k : ℝ, HasDerivAt (fun x : ℝ => Real.exp (k * x)) k 0 := fun k => by
    simpa using ((hasDerivAt_id (0 : ℝ)).const_mul k).exp
  have hD : 0 < 1 / j0 + 1 / ja + 1 / jc := by positivity
  have h := ((hE a).fun_sub (hE (-(1 - a)))).fun_div
    ((((hE a).div_const ja).const_add (1 / j0)).fun_add ((hE (-(1 - a))).div_const jc))
    (by positivity)
  refine h.congr_deriv ?_
  simp only [mul_zero, Real.exp_zero]
  rw [div_eq_div_iff (pow_pos hD 2).ne' hD.ne']
  ring

/-- For positive limiting currents, as the exchange current grows without bound the current
tends to a reversible wave that does not depend on the transfer coefficient `a`. -/
theorem steadyCurrent_reversible_limit {ja jc : ℝ} (hja : 0 < ja) (hjc : 0 < jc) (a x : ℝ) :
    Tendsto (fun j0 => steadyCurrent j0 ja jc a x) atTop
      (𝓝 (ja * jc * (Real.exp x - 1) / (jc * Real.exp x + ja))) := by
  have hk : Tendsto (fun j0 : ℝ => 1 / j0) atTop (𝓝 0) :=
    tendsto_const_nhds.div_atTop tendsto_id
  have e : Real.exp (a * x) = Real.exp (-(1 - a) * x) * Real.exp x := by
    rw [← Real.exp_add]
    congr 1
    ring
  unfold steadyCurrent
  rw [e]
  have hC := Real.exp_pos (-(1 - a) * x)
  have hX := Real.exp_pos x
  generalize Real.exp (-(1 - a) * x) = C at hC ⊢
  generalize Real.exp x = E at hX ⊢
  have hD : 0 < 0 + C * E / ja + C / jc := by
    rw [zero_add]
    positivity
  have key := (tendsto_const_nhds (x := C * E - C)).div
    ((hk.add_const (C * E / ja)).add_const (C / jc)) hD.ne'
  have hu : ja * (1 / ja) = 1 := mul_one_div_cancel hja.ne'
  have hv : jc * (1 / jc) = 1 := mul_one_div_cancel hjc.ne'
  -- the common exponential factor cancels in the limit
  have v : (C * E - C) / (0 + C * E / ja + C / jc)
      = ja * jc * (E - 1) / (jc * E + ja) := by
    rw [div_eq_div_iff hD.ne' (by positivity)]
    linear_combination (-(E - 1) * C * jc * E) * hu - ((E - 1) * C * ja) * hv
  rw [v] at key
  exact key

end

end TransportLimitedButlerVolmer
```

```lean
#print axioms TransportLimitedButlerVolmer.transport_limited_butler_volmer
#print axioms TransportLimitedButlerVolmer.steadyCurrent_hasDerivAt_zero
#print axioms TransportLimitedButlerVolmer.steadyCurrent_reversible_limit
```

```
'TransportLimitedButlerVolmer.transport_limited_butler_volmer' depends on axioms: [propext, Classical.choice, Quot.sound]
'TransportLimitedButlerVolmer.steadyCurrent_hasDerivAt_zero' depends on axioms: [propext, Classical.choice, Quot.sound]
'TransportLimitedButlerVolmer.steadyCurrent_reversible_limit' depends on axioms: [propext, Classical.choice, Quot.sound]
```

## What the theorems say about the current

`interfacialCurrent j0 ja jc a x j` is the right-hand side of the rate law at a trial current `j`. A steady current is a real number equal to its own image under this function. `steadyCurrent` is the closed formula, and `eq_interfacialCurrent_iff` proves that it is equivalent to the rate law.

The main theorem, `transport_limited_butler_volmer`, has two parts. The first, with `∃!`, states that at every real `x` exactly one real `j` solves the equation. The competing solutions are not restricted to the physical range beforehand. The second part takes any function `j : ℝ → ℝ` that solves the equation at every `x`. Its values lie in the open interval `Set.Ioo (-jc) ja`, it is `StrictMono`, and the two `Tendsto` statements give the plateaus. Continuity of `j` is not assumed.

The hypotheses `h0`, `hja` and `hjc` stand for an active electrode with both redox partners supplied from the bulk. A solution that lacks one partner has a zero limiting current and is not covered. The conditions `0 < a` and `a < 1` make the anodic exponential grow and the cathodic one decay with `x`. Uniqueness, the bounds and the equilibrium slope hold for every real `a`, as their separate theorems show.

The rate law itself is an assumption. It is first order in each species, and the surface concentrations respond linearly to the current through constant limiting currents. Transient diffusion, migration, ohmic drop and double-layer charging do not enter. The reversible limit is taken at each fixed `x`, with no statement about uniform convergence. The strict bounds are proved for exact real arithmetic. At large `x` a floating-point routine may return `ja` itself or a value just above it, so a run-time check should allow a small tolerance.

## How the Lean proofs reach these statements

In `eq_interfacialCurrent_iff`, `generalize` replaces the exponentials by positive numbers `A` and `C`. The identity `key` writes the residual of the rate law as $j_0(jD-(A-C))$. Since $j_0\ne0$, the residual vanishes exactly when $jD=A-C$.

`steadyCurrent_mem_Ioo` clears the positive denominator, and `linarith` combines the positive leftover terms from the derivation. In `steadyCurrent_strictMono`, `cross` is the inequality $A_xC_y<A_yC_x$, while `t1` and `t2` are the two positive terms of the cross-multiplied difference. `ring` confirms that their sum is that difference.

`steadyCurrent_tendsto_atTop` first proves the form divided by the anodic exponential, then passes to the limit term by term. `steadyCurrent_exchange` is the symmetry between the anodic and cathodic branches. The main theorem uses the equivalence to identify an arbitrary solution function with `steadyCurrent`, then collects the bounds, the monotonicity and the anodic limit. It obtains the cathodic limit from the symmetry.

`steadyCurrent_hasDerivAt_zero` applies the quotient rule at zero. `steadyCurrent_reversible_limit` sends `1 / j0` to zero and cancels the common factor `C`.
